# Radial densities equal beyond R have the same exterior Y_k exactly when their k-th moments on [0, R] agree

A shape-consistent effective core potential is built from a pseudo-orbital that equals the all-electron orbital beyond a core radius $R$ and is smoother inside it. A second electron outside the core feels the charge of this orbital through the Coulomb interaction, whose multipole expansion contains one radial function $Y_k$ for each order $k$. The orbital has changed only inside $R$, but $Y_k$ outside $R$ also depends on the charge inside. When does the outer electron notice the change?

For continuous, integrable radial densities, a single number per order decides: the $k$-th moment of the density on $[0,R]$. Equal core charge settles $k=0$ and can still leave $k=2$ wrong.

## Density, moment and potential

```lean
import Mathlib

open Set MeasureTheory

namespace ShapeConsistentPotential

noncomputable section
```

The file builds on the library Mathlib. Intervals have short names: `Ici 0` is $[0,\infty)$, `Ioi r` is $(r,\infty)$ and `Icc 0 1` is $[0,1]$.

```lean
/-- A radial density, with the volume factor `r²` absorbed: continuous on `[0, ∞)` and
integrable on `(0, ∞)`. It may be signed, so that differences of densities are included. -/
structure IsRadialDensity (n : ℝ → ℝ) : Prop where
  cont : ContinuousOn n (Ici 0)
  integrable : IntegrableOn n (Ioi 0)
```

A density is a function $n:\mathbb R\to\mathbb R$ with two properties: it is continuous on $[0,\infty)$ and absolutely integrable on $(0,\infty)$. The volume factor is already inside $n$, so for an orbital with radial part $P(r)/r$ one has $n=P^2$. No sign is imposed, so a product $P_aP_b$ of two different orbitals, as in an exchange integral, is allowed too.

```lean
/-- The `k`-th radial moment of the density `n` on `[0, R]`. -/
def radialMoment (n : ℝ → ℝ) (k : ℕ) (R : ℝ) : ℝ :=
  ∫ s in (0 : ℝ)..R, n s * s ^ k
```

This is the moment
$$M_k[n](R)=\int_0^R n(s)\,s^k\,ds,\qquad k=0,1,2,\dots$$

```lean
/-- The radial potential `Y_k` of the density `n` at a radius `r > 0`: the charge inside `r`
acts through its `k`-th moment, the charge outside through the inverse powers. -/
def multipoleY (n : ℝ → ℝ) (k : ℕ) (r : ℝ) : ℝ :=
  radialMoment n k r / r ^ (k + 1) + r ^ k * ∫ s in Ioi r, n s / s ^ (k + 1)
```

In ordinary notation,
$$Y_k[n](r)=\frac{1}{r^{k+1}}\int_0^r n(s)\,s^k\,ds+r^k\int_r^\infty\frac{n(s)}{s^{k+1}}\,ds .$$
This is the integral of $n(s)\,r_<^k/r_>^{k+1}$, where $r_<$ and $r_>$ are the smaller and larger of $r$ and $s$. Some texts include a further factor $r$ in $Y_k$. Angular factors and the unit of charge are left out.

## Both integrals converge, and the potential is linear

```lean
/-- The integrand of the `k`-th moment of a radial density is integrable on `[0, r]`. -/
theorem inner_integrable {n : ℝ → ℝ} (hn : IsRadialDensity n) (k : ℕ) {r : ℝ} (hr : 0 ≤ r) :
    IntervalIntegrable (fun s => n s * s ^ k) volume 0 r :=
  ContinuousOn.intervalIntegrable_of_Icc hr
    ((hn.cont.mono Icc_subset_Ici_self).mul (continuous_pow k).continuousOn)
```

The inner integrand $n(s)s^k$ is continuous on the bounded interval $[0,r]$, hence integrable. The Lean proof says just this.

```lean
/-- The outer integral in `Y_k` of a radial density converges at every radius `r > 0`. -/
theorem outer_integrable {n : ℝ → ℝ} (hn : IsRadialDensity n) (k : ℕ) {r : ℝ} (hr : 0 < r) :
    IntegrableOn (fun s => n s / s ^ (k + 1)) (Ioi r) := by
  have h : Integrable n (volume.restrict (Ioi r)) :=
    hn.integrable.mono_set (Ioi_subset_Ioi hr.le)
  have hm : Measurable fun s : ℝ => (s ^ (k + 1))⁻¹ := by fun_prop
  have hmeas : AEStronglyMeasurable (fun s => n s / s ^ (k + 1)) (volume.restrict (Ioi r)) := by
    simp only [div_eq_mul_inv]
    exact h.aestronglyMeasurable.mul hm.aestronglyMeasurable
  -- beyond `r` the inverse power is bounded by its value at `r`
  refine Integrable.mono' (h.norm.div_const (r ^ (k + 1))) hmeas ?_
  refine (ae_restrict_mem measurableSet_Ioi).mono fun s hs => ?_
  have hs' : r ≤ s := le_of_lt hs
  have hs0 : 0 < s := hr.trans_le hs'
  rw [norm_div, Real.norm_of_nonneg (pow_pos hs0 (k + 1)).le]
  gcongr
```

For $s>r>0$ the inverse power is largest at $r$, so
$$\left|\frac{n(s)}{s^{k+1}}\right|\le\frac{|n(s)|}{r^{k+1}},$$
and the right-hand side is integrable. `Integrable.mono'` is this comparison argument. It asks for measurability of the integrand, supplied as `hmeas`, and for the inequality, which `gcongr` proves from $r\le s$.

```lean
/-- The potential `Y_k` of a difference of two radial densities is the difference of their
potentials, at every radius `r > 0`. -/
theorem multipoleY_sub {n₁ n₂ : ℝ → ℝ} (h₁ : IsRadialDensity n₁) (h₂ : IsRadialDensity n₂)
    (k : ℕ) {r : ℝ} (hr : 0 < r) :
    multipoleY (fun s => n₁ s - n₂ s) k r = multipoleY n₁ k r - multipoleY n₂ k r := by
  unfold multipoleY radialMoment
  simp only [sub_mul, sub_div]
  rw [intervalIntegral.integral_sub (inner_integrable h₁ k hr.le) (inner_integrable h₂ k hr.le),
    integral_sub (outer_integrable h₁ k hr) (outer_integrable h₂ k hr)]
  ring
```

For $r>0$ this reads $Y_k[n_1-n_2](r)=Y_k[n_1](r)-Y_k[n_2](r)$. By hand one splits each of the two integrals and collects terms. Lean splits an integral of a difference only when both parts are known to be integrable, which is what the two preceding theorems provide; `ring` does the collecting.

## The exterior potential of a confined density

```lean
/-- Outside a radius `R > 0` beyond which a radial density vanishes, its potential `Y_k` is its
`k`-th moment on `[0, R]` divided by `r^(k+1)`. -/
theorem multipoleY_exterior {n : ℝ → ℝ} (hn : IsRadialDensity n) {R : ℝ} (hR : 0 < R)
    (hz : ∀ s, R < s → n s = 0) (k : ℕ) {r : ℝ} (hr : R ≤ r) :
    multipoleY n k r = radialMoment n k R / r ^ (k + 1) := by
  have iR := inner_integrable hn k hR.le
  have ir := inner_integrable hn k (hR.le.trans hr)
  -- no charge outside `r`
  have hout : ∫ s in Ioi r, n s / s ^ (k + 1) = 0 :=
    setIntegral_eq_zero_of_forall_eq_zero fun s hs => by
      rw [hz s (lt_of_le_of_lt hr hs), zero_div]
  -- no charge between `R` and `r`
  have hmid : ∫ s in R..r, n s * s ^ k = 0 := by
    rw [intervalIntegral.integral_of_le hr]
    exact setIntegral_eq_zero_of_forall_eq_zero fun s hs => by rw [hz s hs.1, zero_mul]
  have hadd := intervalIntegral.integral_add_adjacent_intervals iR (iR.symm.trans ir)
  rw [hmid, add_zero] at hadd
  unfold multipoleY radialMoment
  rw [hout, ← hadd, mul_zero, add_zero]
```

The hypothesis `hz` says that $n(s)=0$ for all $s>R$. Take $r\ge R$. The outer integral vanishes, because its whole range lies beyond $R$. The inner one splits as
$$\int_0^r n\,s^k\,ds=\int_0^R n\,s^k\,ds+\int_R^r n\,s^k\,ds=M_k[n](R)+0 .$$
Hence
$$Y_k[n](r)=\frac{M_k[n](R)}{r^{k+1}} .$$
The steps `hout` and `hmid` are the two vanishing integrals, and `hadd` is the splitting at $R$.

```lean
/-- For two radial densities equal beyond `R > 0`, the potentials `Y_k` at `r ≥ R` differ by the
difference of the `k`-th moments on `[0, R]`, divided by `r^(k+1)`. -/
theorem multipoleY_difference {n₁ n₂ : ℝ → ℝ} (h₁ : IsRadialDensity n₁)
    (h₂ : IsRadialDensity n₂) {R : ℝ} (hR : 0 < R) (heq : ∀ s, R < s → n₁ s = n₂ s)
    (k : ℕ) {r : ℝ} (hr : R ≤ r) :
    multipoleY n₁ k r - multipoleY n₂ k r =
      (radialMoment n₁ k R - radialMoment n₂ k R) / r ^ (k + 1) := by
  have hd : IsRadialDensity (fun s => n₁ s - n₂ s) :=
    ⟨h₁.cont.sub h₂.cont, h₁.integrable.sub h₂.integrable⟩
  rw [← multipoleY_sub h₁ h₂ k (hR.trans_le hr),
    multipoleY_exterior hd hR (fun s hs => sub_eq_zero.mpr (heq s hs)) k hr]
  unfold radialMoment
  simp only [sub_mul]
  rw [intervalIntegral.integral_sub (inner_integrable h₁ k hR.le) (inner_integrable h₂ k hR.le)]
```

Now let $n_1$ and $n_2$ be equal beyond $R$; this is `heq`. Their difference $d=n_1-n_2$ is again a radial density, and it vanishes beyond $R$. By linearity and the exterior formula, for $r\ge R$,
$$Y_k[n_1](r)-Y_k[n_2](r)=Y_k[d](r)=\frac{M_k[d](R)}{r^{k+1}}=\frac{M_k[n_1](R)-M_k[n_2](R)}{r^{k+1}} .$$
The densities themselves may have tails beyond $R$; these cancel in $d$. In the proof, `hd` records that $d$ is a density, the first `rw` applies the two earlier theorems, and the last lines split the moment of $d$.

## One radius is enough

```lean
/-- For two radial densities equal beyond `R > 0`, the potentials `Y_k` agree at one given radius
`r ≥ R` exactly when the `k`-th moments on `[0, R]` agree. -/
theorem agree_at_iff {n₁ n₂ : ℝ → ℝ} (h₁ : IsRadialDensity n₁) (h₂ : IsRadialDensity n₂)
    {R : ℝ} (hR : 0 < R) (heq : ∀ s, R < s → n₁ s = n₂ s) (k : ℕ) {r : ℝ} (hr : R ≤ r) :
    multipoleY n₁ k r = multipoleY n₂ k r ↔ radialMoment n₁ k R = radialMoment n₂ k R := by
  have h := multipoleY_difference h₁ h₂ hR heq k hr
  have hp : 0 < r ^ (k + 1) := pow_pos (hR.trans_le hr) _
  constructor
  · intro e
    rw [e, sub_self] at h
    exact sub_eq_zero.mp ((div_eq_zero_iff.mp h.symm).resolve_right hp.ne')
  · intro e
    rw [e, sub_self, zero_div] at h
    exact sub_eq_zero.mp h
```

The symbol `↔` means "if and only if". Since $r^{k+1}>0$, the fraction just found is zero exactly when its numerator is zero. So agreement of the potentials at one radius $r\ge R$ is equivalent to $M_k[n_1](R)=M_k[n_2](R)$. The two bullets of the proof are the two directions.

```lean
/-- For two radial densities equal beyond `R > 0`, the potentials `Y_k` agree at all `r ≥ R`
exactly when the `k`-th moments on `[0, R]` agree. -/
theorem agree_outside_iff {n₁ n₂ : ℝ → ℝ} (h₁ : IsRadialDensity n₁) (h₂ : IsRadialDensity n₂)
    {R : ℝ} (hR : 0 < R) (heq : ∀ s, R < s → n₁ s = n₂ s) (k : ℕ) :
    (∀ r, R ≤ r → multipoleY n₁ k r = multipoleY n₂ k r) ↔
      radialMoment n₁ k R = radialMoment n₂ k R :=
  ⟨fun h => (agree_at_iff h₁ h₂ hR heq k le_rfl).mp (h R le_rfl),
    fun h _ hr => (agree_at_iff h₁ h₂ hR heq k hr).mpr h⟩
```

The same holds with "at all $r\ge R$" on the left. If the potentials agree everywhere outside, they agree at $r=R$, and the moments are equal. Conversely, equal moments give agreement at each $r\ge R$ in turn.

The smallest case is $k=0$. There $M_0[n](R)$ is the charge inside $R$, and the condition is norm conservation: a pseudo-orbital with the correct core charge produces the correct monopole potential outside. For $k\ge1$ the condition weights the charge by $s^k$, so each order has its own criterion.

## Equal core charge, different second moment

```lean
/-- The reference density `s² (2 - s)`, cut off to zero beyond `s = 2`. -/
def refDensity (s : ℝ) : ℝ := s ^ 2 * max (2 - s) 0
```

With $R=1$ in mind, the reference density is $n_{\rm ref}(s)=s^2\max(2-s,0)$. It has a non-zero tail between $1$ and $2$.

```lean
/-- The reference density with charge rearranged inside the radius `1`. -/
def modDensity (s : ℝ) : ℝ := refDensity s + s ^ 2 * max (1 - s) 0 * (5 * s / 3 - 1)
```

The modified density is
$$n_{\rm mod}(s)=n_{\rm ref}(s)+s^2\max(1-s,0)\left(\tfrac53 s-1\right).$$
The added term removes charge at $s<3/5$ and puts it back between $3/5$ and $1$.

```lean
/-- Moments on `[0, 1]` of a density that is `s² (a + b s + c s²)` there. -/
theorem radialMoment_poly {n : ℝ → ℝ} (a b c : ℝ)
    (h : ∀ s ∈ Icc (0 : ℝ) 1, n s = s ^ 2 * (a + b * s + c * s ^ 2)) (k : ℕ) :
    radialMoment n k 1 = a / (k + 3) + b / (k + 4) + c / (k + 5) := by
  have e : radialMoment n k 1 =
      ∫ s in (0 : ℝ)..1, (a * s ^ (k + 2) + b * s ^ (k + 3) + c * s ^ (k + 4)) := by
    unfold radialMoment
    apply intervalIntegral.integral_congr
    intro s hs
    rw [uIcc_of_le zero_le_one] at hs
    simp only [h s hs]
    ring
  have p : ∀ m : ℕ, ∫ s in (0 : ℝ)..1, s ^ m = 1 / ((m : ℝ) + 1) := by
    intro m
    rw [integral_pow]
    simp
  rw [e, intervalIntegral.integral_add, intervalIntegral.integral_add]
  · simp only [intervalIntegral.integral_const_mul, p]
    push_cast
    ring
  all_goals exact Continuous.intervalIntegrable (by fun_prop) _ _
```

If $n(s)=s^2(a+bs+cs^2)$ on $[0,1]$, then integrating power by power with $\int_0^1 s^m\,ds=1/(m+1)$ gives
$$M_k[n](1)=\frac{a}{k+3}+\frac{b}{k+4}+\frac{c}{k+5}.$$
In the proof, `e` rewrites the integrand as a sum of powers and `p` is the integral of one power.

```lean
/-- Inside the radius `1` the modified density is `s² (1 + 5s/3 - 5s²/3)`. -/
theorem modDensity_core {s : ℝ} (hs : s ≤ 1) :
    modDensity s = s ^ 2 * (1 + 5 / 3 * s + (-5 / 3) * s ^ 2) := by
  unfold modDensity refDensity
  rw [max_eq_left (by linarith : (0 : ℝ) ≤ 2 - s), max_eq_left (by linarith : (0 : ℝ) ≤ 1 - s)]
  ring
```

For $s\le1$ both cut-offs are inactive, and
$$(2-s)+(1-s)\left(\tfrac53s-1\right)=1+\tfrac53s-\tfrac53s^2 .$$

```lean
/-- The reference and modified densities are equal beyond the radius `1`. -/
theorem densities_eq_outside (s : ℝ) (hs : 1 < s) : modDensity s = refDensity s := by
  unfold modDensity
  rw [max_eq_right (by linarith : 1 - s ≤ 0)]
  ring
```

For $s>1$ the factor $\max(1-s,0)$ is zero, so the two densities are equal there. This is the hypothesis `heq` for the example.

```lean
/-- The reference and modified densities are radial densities, non-negative at all `s ≥ 0`. -/
theorem densities_witness :
    IsRadialDensity refDensity ∧ IsRadialDensity modDensity ∧
      ∀ s, 0 ≤ s → 0 ≤ refDensity s ∧ 0 ≤ modDensity s := by
  have key : ∀ n : ℝ → ℝ, Continuous n → (∀ s, 2 < s → n s = 0) → IsRadialDensity n := by
    intro n hc hz
    refine ⟨hc.continuousOn, ?_⟩
    rw [← Ioc_union_Ioi_eq_Ioi (zero_le_two : (0 : ℝ) ≤ 2)]
    exact hc.integrableOn_Ioc.union
      (integrableOn_zero.congr_fun (fun s hs => (hz s hs).symm) measurableSet_Ioi)
  have c₁ : Continuous refDensity := by
    unfold refDensity
    fun_prop
  have c₂ : Continuous modDensity := by
    unfold modDensity
    fun_prop
  have z₁ : ∀ s, 2 < s → refDensity s = 0 := by
    intro s hs
    unfold refDensity
    rw [max_eq_right (by linarith : 2 - s ≤ 0), mul_zero]
  have p₁ : ∀ s, 0 ≤ refDensity s := fun s => mul_nonneg (sq_nonneg s) (le_max_right _ _)
  refine ⟨key _ c₁ z₁, key _ c₂ fun s hs => ?_, fun s hs => ⟨p₁ s, ?_⟩⟩
  · rw [densities_eq_outside s (by linarith), z₁ s hs]
  · rcases le_or_gt s 1 with h | h
    · rw [modDensity_core h]
      exact mul_nonneg (sq_nonneg s) (by nlinarith [mul_nonneg hs (sub_nonneg.mpr h)])
    · rw [densities_eq_outside s h]
      exact p₁ s
```

Both functions are admissible densities: they are continuous and vanish beyond $s=2$, hence are integrable. The auxiliary statement `key` makes this argument once for both. They are also non-negative for $s\ge0$, as the density of a single orbital must be. For the modified one on $[0,1]$ this follows from $1+\tfrac53s(1-s)\ge1$; beyond $1$ it equals the reference.

```lean
/-- At every `r ≥ 1` the modified and reference densities have the same `Y_0`, while their `Y_2`
differ by `(2/315) / r³`. -/
theorem monopole_agrees_quadrupole_differs (r : ℝ) (hr : 1 ≤ r) :
    multipoleY modDensity 0 r = multipoleY refDensity 0 r ∧
      multipoleY modDensity 2 r - multipoleY refDensity 2 r = 2 / 315 / r ^ 3 := by
  obtain ⟨h₁, h₂, -⟩ := densities_witness
  have m₁ := radialMoment_poly (n := refDensity) 2 (-1) 0 (fun s hs => by
    unfold refDensity
    rw [max_eq_left (by linarith [hs.2] : (0 : ℝ) ≤ 2 - s)]
    ring)
  have m₂ := radialMoment_poly (n := modDensity) 1 (5 / 3) (-5 / 3)
    (fun s hs => modDensity_core hs.2)
  constructor
  · rw [agree_at_iff h₂ h₁ one_pos densities_eq_outside 0 hr, m₁, m₂]
    norm_num
  · rw [multipoleY_difference h₂ h₁ one_pos densities_eq_outside 2 hr, m₁, m₂]
    norm_num

end

end ShapeConsistentPotential
```

The coefficients $(a,b,c)$ are $(2,-1,0)$ for the reference and $(1,\tfrac53,-\tfrac53)$ for the modified density. The zeroth moments are
$$\frac23-\frac14=\frac5{12},\qquad \frac13+\frac5{12}-\frac13=\frac5{12},$$
so the functions $Y_0$ agree at every $r\ge1$. The second moments are
$$\frac25-\frac16=\frac7{30},\qquad \frac15+\frac5{18}-\frac5{21}=\frac{151}{630},$$
and therefore
$$Y_2[n_{\rm mod}](r)-Y_2[n_{\rm ref}](r)=\frac{2}{315\,r^3}.$$
The proof inserts the moments `m₁` and `m₂` into the equivalence for $k=0$ and into the difference formula for $k=2$; `norm_num` does the fractions. Each density carries total charge $4/3$, so scaling both to unit charge turns the difference into $1/(210\,r^3)$.

For electronic structure work with effective core potentials, this means that norm conservation alone does not guarantee the higher multipole interactions between a pseudo-orbital and an electron outside the core, in a setting where the radial densities are prescribed and do not respond to each other. The example densities illustrate the moments and are not densities of physical orbitals: they start as $s^2$ at the origin, like an s orbital, whose own charge has no $k=2$ term, and their linear zero at $s=2$ would give $P=\sqrt n$ an infinite kinetic energy. The conclusion does not rest on these features, because moving charge outward within the core at fixed core charge raises the second moment of any density. A $k=2$ term acts physically only when the angular parts of the orbitals allow it. The theorems concern $r\ge R$ only: they say nothing about the potentials inside the core, nor about how a pseudopotential is constructed from the pseudo-orbital.

```lean
#print axioms ShapeConsistentPotential.agree_outside_iff
#print axioms ShapeConsistentPotential.monopole_agrees_quadrupole_differs
```

```
'ShapeConsistentPotential.agree_outside_iff' depends on axioms: [propext, Classical.choice, Quot.sound]
'ShapeConsistentPotential.monopole_agrees_quadrupole_differs' depends on axioms: [propext, Classical.choice, Quot.sound]
```
